# A gap \(g\) above a nondegenerate ground state stays at least \(g-2e\) under a Hermitian perturbation bounded by \(e<g/2\)

Before a small Heisenberg or Hubbard cluster is diagonalised, a weak term, such as a further-neighbour exchange, may be left out of its Hamiltonian. Carrying the computed gap over to the full Hamiltonian requires a bound on what the omitted term can do. For a finite cluster with a nondegenerate ground state, the bound below needs only two numbers: the gap \(g\) without the term, and a limit \(e\) on the size of the term's expectation values in normalised states.

Let \(H\) be the Hamiltonian that was diagonalised and \(V\) the omitted term. Both act on a complex inner product space `F`, which is taken to be finite-dimensional wherever a spectrum is needed.

```lean
import Mathlib

open Finset

namespace GapStability

noncomputable section

variable {F : Type*} [NormedAddCommGroup F] [InnerProductSpace ℂ F]
```

## Expectation values and the gap condition

The letter \(e\) is an energy here, not the elementary charge. The condition on \(V\) is

\[
|\langle w,Vw\rangle|\le e\,\|w\|^2\quad\text{for all } w .
\]

The vector \(w\) need not be normalised; the physical expectation value is \(\langle w,Vw\rangle/\|w\|^2\). For Hermitian \(V\), the smallest possible \(e\) is the largest absolute eigenvalue. The code takes the real part of the inner product, which loses nothing for a Hermitian operator.

```lean
/-- The real part of `⟨w, A w⟩`, for a vector `w` that need not be normalised. -/
def expect (A : F →ₗ[ℂ] F) (w : F) : ℝ := (inner ℂ w (A w)).re
```

A gapped ground state consists of an energy \(E\), a nonzero vector \(\psi\) with \(H\psi=E\psi\), and a number \(g>0\) such that every eigenvector with a real eigenvalue is either a multiple of \(\psi\) or has energy at least \(E+g\). For a Hermitian \(H\), whose eigenvalues are all real, this makes \(E\) both lowest and nondegenerate. The number \(g\) is a lower bound on the gap, not necessarily its exact value. In a one-dimensional space there is no other level, and any \(g>0\) qualifies.

```lean
/-- The nonzero vector `ψ` is an eigenvector of `H` with energy `E`, and every eigenvector with a
real eigenvalue is a multiple of `ψ` or has eigenvalue at least `E + g`, where `g > 0`. -/
structure IsGappedGround (H : F →ₗ[ℂ] F) (E : ℝ) (ψ : F) (g : ℝ) : Prop where
  pos : 0 < g
  ne_zero : ψ ≠ 0
  eigen : H ψ = (E : ℂ) • ψ
  gap : ∀ (μ : ℝ) (φ : F), φ ≠ 0 → H φ = (μ : ℂ) • φ → (∃ c : ℂ, φ = c • ψ) ∨ E + g ≤ μ
```

If \(H\varphi=\mu\varphi\) with \(\varphi\neq0\) and \(\mu\ne E\), then \(\varphi\) cannot be a multiple of \(\psi\), since it would then have energy \(E\). Hence \(\mu\ge E+g\).

```lean
/-- Every real eigenvalue other than the gapped ground level `E` lies at least `g` above it. -/
theorem IsGappedGround.excited {H : F →ₗ[ℂ] F} {E g μ : ℝ} {ψ φ : F}
    (h : IsGappedGround H E ψ g) (hφ : φ ≠ 0) (hH : H φ = (μ : ℂ) • φ) (hμ : μ ≠ E) :
    E + g ≤ μ := by
  rcases h.gap μ φ hφ hH with ⟨c, hc⟩ | hge
  · have h1 : H φ = (E : ℂ) • φ := by rw [hc, map_smul, h.eigen, smul_comm]
    have h2 : (μ : ℂ) = (E : ℂ) := smul_left_injective ℂ hφ (hH.symm.trans h1)
    exact absurd (by exact_mod_cast h2) hμ
  · exact hge
```

## Energies as weighted averages of eigenvalues

Hermiticity is `IsSymmetric` in Lean: \(\langle Hx,y\rangle=\langle x,Hy\rangle\). Take an orthonormal eigenbasis \(b_i\) with \(Hb_i=\varepsilon_i b_i\). Inserting the completeness relation gives

\[
\langle w,Hw\rangle=\sum_i\langle w,b_i\rangle\langle b_i,Hw\rangle
=\sum_i\varepsilon_i\,|\langle b_i,w\rangle|^2 .
\]

The second equality moves \(H\) onto \(b_i\), which is the step `← hH _ w` in the proof.

```lean
/-- A Hermitian operator in finite dimension has an orthonormal eigenbasis, and `⟨w, H w⟩` is the
sum of the eigenvalues weighted by the squared overlaps of `w` with the basis. -/
theorem spectral_expansion [FiniteDimensional ℂ F] {H : F →ₗ[ℂ] F} (hH : H.IsSymmetric) :
    ∃ (n : ℕ) (b : OrthonormalBasis (Fin n) ℂ F) (ε : Fin n → ℝ),
      (∀ i, H (b i) = (ε i : ℂ) • b i) ∧
      ∀ w, expect H w = ∑ i, ε i * ‖inner ℂ (b i) w‖ ^ 2 := by
  have hb : ∀ i, H (hH.eigenvectorBasis rfl i) =
      ((hH.eigenvalues rfl i : ℝ) : ℂ) • hH.eigenvectorBasis rfl i :=
    fun i => hH.apply_eigenvectorBasis rfl i
  refine ⟨_, hH.eigenvectorBasis rfl, hH.eigenvalues rfl, hb, fun w => ?_⟩
  rw [expect, ← (hH.eigenvectorBasis rfl).sum_inner_mul_inner w (H w), Complex.re_sum]
  refine sum_congr rfl fun i _ => ?_
  rw [← hH _ w, hb i, inner_smul_left, Complex.conj_ofReal,
    ← inner_conj_symm w (hH.eigenvectorBasis rfl i)]
  generalize inner ℂ (hH.eigenvectorBasis rfl i) w = z
  rw [Complex.sq_norm, Complex.normSq_apply]
  simp only [Complex.mul_re, Complex.mul_im, Complex.conj_re, Complex.conj_im,
    Complex.ofReal_re, Complex.ofReal_im]
  ring
```

Let \(\varepsilon_{i_0}\) be the smallest eigenvalue. Since \(\|w\|^2=\sum_i|\langle b_i,w\rangle|^2\), replacing each \(\varepsilon_i\) by \(\varepsilon_{i_0}\) gives the variational principle

\[
\varepsilon_{i_0}\|w\|^2\le\langle w,Hw\rangle .
\]

```lean
/-- Variational principle: a Hermitian operator on a nonzero finite-dimensional space has an
eigenvector whose energy `E` satisfies `E ‖w‖² ≤ ⟨w, H w⟩` for all `w`. -/
theorem exists_lowest [FiniteDimensional ℂ F] [Nontrivial F] {H : F →ₗ[ℂ] F}
    (hH : H.IsSymmetric) :
    ∃ (E : ℝ) (φ : F), φ ≠ 0 ∧ H φ = (E : ℂ) • φ ∧ ∀ w, E * ‖w‖ ^ 2 ≤ expect H w := by
  obtain ⟨n, b, ε, hb, hexp⟩ := spectral_expansion hH
  have : Nonempty (Fin n) := b.toBasis.index_nonempty
  obtain ⟨i₀, hi₀⟩ := Finite.exists_min ε
  refine ⟨ε i₀, b i₀, b.orthonormal.ne_zero i₀, hb i₀, fun w => ?_⟩
  rw [hexp, ← b.sum_sq_norm_inner_right w, mul_sum]
  exact sum_le_sum fun i _ => mul_le_mul_of_nonneg_right (hi₀ i) (sq_nonneg _)
```

Now let \(w\) be orthogonal to the gapped ground state \(\psi\). A basis vector \(b_i\) that is a multiple of \(\psi\) has zero overlap with \(w\), and every other one has \(\varepsilon_i\ge E+g\). Comparing term by term,

\[
\langle w,Hw\rangle\ge(E+g)\|w\|^2 .
\]

```lean
/-- For a Hermitian operator in finite dimension with gapped ground state `ψ`, every `w` orthogonal
to `ψ` satisfies `(E + g) ‖w‖² ≤ ⟨w, H w⟩`. -/
theorem IsGappedGround.orthogonal_bound [FiniteDimensional ℂ F] {H : F →ₗ[ℂ] F} {E g : ℝ}
    {ψ w : F} (h : IsGappedGround H E ψ g) (hH : H.IsSymmetric) (hw : inner ℂ ψ w = 0) :
    (E + g) * ‖w‖ ^ 2 ≤ expect H w := by
  obtain ⟨n, b, ε, hb, hexp⟩ := spectral_expansion hH
  rw [hexp, ← b.sum_sq_norm_inner_right w, mul_sum]
  refine sum_le_sum fun i _ => ?_
  rcases h.gap (ε i) (b i) (b.orthonormal.ne_zero i) (hb i) with ⟨c, hc⟩ | hge
  · have h0 : inner ℂ (b i) w = 0 := by rw [hc, inner_smul_left, hw, mul_zero]
    simp [h0]
  · exact mul_le_mul_of_nonneg_right hge (sq_nonneg _)
```

## A bound on the second level

Let \(K\) have orthogonal eigenvectors \(\varphi\) and \(\chi\) with energies \(E\le\mu\). In this lemma \(E\) is the lower energy of \(K\); it will later be the perturbed ground energy. Suppose that \(\langle w,Kw\rangle\ge B\|w\|^2\) whenever \(w\perp\psi\), for one fixed vector \(\psi\).

If \(\varphi\perp\psi\), then \(B\le E\le\mu\). Otherwise set

\[
u=\langle\psi,\chi\rangle\varphi,\qquad v=-\langle\psi,\varphi\rangle\chi .
\]

Then \(v\ne0\), \(u\perp v\) and \(\langle\psi,u+v\rangle=0\), so

\[
B(\|u\|^2+\|v\|^2)\le E\|u\|^2+\mu\|v\|^2\le\mu(\|u\|^2+\|v\|^2).
\]

Dividing by the positive sum of squares gives \(B\le\mu\). The `by_cases` separates the two situations, and the final `linarith` combines the inequalities.

```lean
/-- If `B ‖w‖² ≤ ⟨w, K w⟩` for all `w` orthogonal to one fixed vector `ψ`, then of two orthogonal
eigenvectors of `K` the one with the higher (or equal) energy `μ` has `B ≤ μ`. -/
theorem second_level_bound {K : F →ₗ[ℂ] F} {ψ φ χ : F} {E μ B : ℝ}
    (hφ : φ ≠ 0) (hχ : χ ≠ 0) (hKφ : K φ = (E : ℂ) • φ) (hKχ : K χ = (μ : ℂ) • χ)
    (horth : inner ℂ φ χ = 0) (hle : E ≤ μ)
    (hB : ∀ w, inner ℂ ψ w = 0 → B * ‖w‖ ^ 2 ≤ expect K w) : B ≤ μ := by
  have nsq (x : F) : (inner ℂ x x).re = ‖x‖ ^ 2 := inner_self_eq_norm_sq (𝕜 := ℂ) x
  by_cases h0 : inner ℂ ψ φ = 0
  · have h1 := hB φ h0
    rw [expect, hKφ, inner_smul_right, Complex.re_ofReal_mul, nsq] at h1
    exact (le_of_mul_le_mul_right h1 (by positivity)).trans hle
  -- the combination u + v of the two eigenvectors is orthogonal to ψ
  obtain ⟨u, hu⟩ : ∃ u, u = (inner ℂ ψ χ : ℂ) • φ := ⟨_, rfl⟩
  obtain ⟨v, hv⟩ : ∃ v, v = (-inner ℂ ψ φ : ℂ) • χ := ⟨_, rfl⟩
  have hv0 : v ≠ 0 := by rw [hv]; exact smul_ne_zero (neg_ne_zero.2 h0) hχ
  have huv : inner ℂ u v = 0 := by
    rw [hu, hv, inner_smul_left, inner_smul_right, horth, mul_zero, mul_zero]
  have hvu : inner ℂ v u = 0 := inner_eq_zero_symm.1 huv
  have hKu : K u = (E : ℂ) • u := by rw [hu, map_smul, hKφ, smul_comm]
  have hKv : K v = (μ : ℂ) • v := by rw [hv, map_smul, hKχ, smul_comm]
  have h1 := hB (u + v) (by
    rw [hu, hv, inner_add_right, inner_smul_right, inner_smul_right]; ring)
  rw [← nsq (u + v), expect, map_add, hKu, hKv] at h1
  simp only [inner_add_left, inner_add_right, inner_smul_right, huv, hvu, add_zero,
    zero_add, Complex.add_re, Complex.re_ofReal_mul, nsq] at h1
  have h2 : E * ‖u‖ ^ 2 ≤ μ * ‖u‖ ^ 2 := mul_le_mul_of_nonneg_right hle (sq_nonneg _)
  have h3 : 0 < ‖u‖ ^ 2 + ‖v‖ ^ 2 := by positivity
  exact le_of_mul_le_mul_right (by linarith) h3
```

## The perturbed ground state and its gap

The main theorem assumes that \(H\) and \(V\) are Hermitian, that \(H\) has a gapped ground state \((E,\psi,g)\), that \(V\) obeys the bound with constant \(e\), and that \(2e<g\). It concludes that \(H+V\) has a gapped ground state \((E',\psi',g-2e)\) with \(|E'-E|\le e\).

Let \(\varphi\) be a lowest eigenvector of \(H+V\), with energy \(E'\); it serves as \(\psi'\). Using \(\psi\) as a trial state for \(H+V\),

\[
E'\|\psi\|^2\le\langle\psi,H\psi\rangle+\langle\psi,V\psi\rangle\le(E+e)\|\psi\|^2 .
\]

Using \(\varphi\) as a trial state for \(H\),

\[
E'\|\varphi\|^2=\langle\varphi,H\varphi\rangle+\langle\varphi,V\varphi\rangle\ge(E-e)\|\varphi\|^2 .
\]

These are `hup` and `hlow`, and together they bound the shift of the ground energy.

Next let \((H+V)\chi=\mu\chi\), where \(\chi\) is not a multiple of \(\varphi\). The variational principle gives \(E'\le\mu\). Remove the component of \(\chi\) along \(\varphi\):

\[
r=\chi-c\varphi,\qquad c=\frac{\langle\varphi,\chi\rangle}{\langle\varphi,\varphi\rangle}.
\]

Hermiticity gives \(E'\langle\varphi,\chi\rangle=\mu\langle\varphi,\chi\rangle\), so \(cE'=\mu c\) (`hcE`). Therefore \((H+V)r=\mu\chi-cE'\varphi=\mu r\). The vector \(r\) is nonzero and orthogonal to \(\varphi\), even if \(\mu=E'\), so a degenerate ground level is also excluded by what follows.

For \(w\perp\psi\), the bound on \(H\) loses at most \(e\) when \(V\) is added:

\[
\langle w,(H+V)w\rangle\ge(E+g-e)\|w\|^2 .
\]

The second-level bound with \(B=E+g-e\), followed by \(E\ge E'-e\), yields

\[
\mu\ge E+g-e\ge E'+g-2e .
\]

```lean
/-- Gap stability in finite dimension: if a Hermitian `H` has a nondegenerate ground level with gap
`g`, and a Hermitian `V` obeys `|⟨w, V w⟩| ≤ e ‖w‖²` with `2e < g`, then `H + V` has a nondegenerate
ground level with gap at least `g - 2e`, shifted by at most `e`. -/
theorem gap_stability [FiniteDimensional ℂ F] {H V : F →ₗ[ℂ] F} {E g e : ℝ} {ψ : F}
    (hH : H.IsSymmetric) (hV : V.IsSymmetric) (h : IsGappedGround H E ψ g)
    (hb : ∀ w, |expect V w| ≤ e * ‖w‖ ^ 2) (he : 2 * e < g) :
    ∃ (E' : ℝ) (ψ' : F), IsGappedGround (H + V) E' ψ' (g - 2 * e) ∧ |E' - E| ≤ e := by
  have : Nontrivial F := ⟨ψ, 0, h.ne_zero⟩
  have hK : (H + V).IsSymmetric := hH.add hV
  have hadd (w : F) : expect (H + V) w = expect H w + expect V w := by
    simp only [expect, LinearMap.add_apply, inner_add_right, Complex.add_re]
  have heig {A : F →ₗ[ℂ] F} {a : ℝ} {x : F} (hx : A x = (a : ℂ) • x) :
      expect A x = a * ‖x‖ ^ 2 := by
    rw [expect, hx, inner_smul_right, Complex.re_ofReal_mul]
    exact congrArg (a * ·) (inner_self_eq_norm_sq (𝕜 := ℂ) x)
  obtain ⟨E', φ, hφ, hKφ, hmin⟩ := exists_lowest hK
  obtain ⟨E₀, φ₀, hφ₀, hHφ₀, hmin₀⟩ := exists_lowest hH
  have hE₀ : E ≤ E₀ := by
    by_cases hq : E₀ = E
    · exact hq.ge
    · linarith [h.excited hφ₀ hHφ₀ hq, h.pos]
  -- trial states ψ for H + V and φ for H bound the shift of the ground energy
  have hup : E' ≤ E + e := by
    have hn : 0 < ‖ψ‖ ^ 2 := pow_pos (norm_pos_iff.2 h.ne_zero) 2
    refine le_of_mul_le_mul_right ?_ hn
    linarith [hmin ψ, hadd ψ, heig h.eigen, (abs_le.1 (hb ψ)).2]
  have hlow : E - e ≤ E' := by
    have hn : 0 < ‖φ‖ ^ 2 := by positivity
    refine le_of_mul_le_mul_right ?_ hn
    linarith [hmin₀ φ, hadd φ, heig hKφ, (abs_le.1 (hb φ)).1,
      mul_le_mul_of_nonneg_right hE₀ hn.le]
  refine ⟨E', φ, ⟨by linarith, hφ, hKφ, fun μ χ hχ hKχ => ?_⟩,
    abs_le.2 ⟨by linarith, by linarith⟩⟩
  by_cases hc : ∃ c : ℂ, χ = c • φ
  · exact Or.inl hc
  right
  -- remove from χ its component along φ; the rest is still an eigenvector
  have hn : inner ℂ φ φ ≠ 0 := inner_self_ne_zero.2 hφ
  have hs := hK φ χ
  rw [hKφ, hKχ, inner_smul_left, inner_smul_right, Complex.conj_ofReal] at hs
  obtain ⟨c, hcdef⟩ : ∃ c : ℂ, c = inner ℂ φ χ / inner ℂ φ φ := ⟨_, rfl⟩
  have hcE : c * (E' : ℂ) = (μ : ℂ) * c := by
    rw [hcdef, mul_comm, ← mul_div_assoc, hs, mul_div_assoc]
  have hne : χ - c • φ ≠ 0 := fun h0 => hc ⟨c, sub_eq_zero.1 h0⟩
  have hKr : (H + V) (χ - c • φ) = (μ : ℂ) • (χ - c • φ) := by
    rw [map_sub, map_smul, hKχ, hKφ, smul_sub, smul_smul, smul_smul, hcE]
  have horth : inner ℂ φ (χ - c • φ) = 0 := by
    rw [inner_sub_right, inner_smul_right, hcdef, div_mul_cancel₀ _ hn, sub_self]
  have hle : E' ≤ μ := by
    refine le_of_mul_le_mul_right ?_ (pow_pos (norm_pos_iff.2 hχ) 2)
    linarith [hmin χ, heig hKχ]
  have hB := second_level_bound (ψ := ψ) (B := E + g - e) hφ hne hKφ hKr horth hle
    fun w hw => by linarith [h.orthogonal_bound hH hw, hadd w, (abs_le.1 (hb w)).1]
  linarith
```

## Two levels that attain the bound

The loss \(2e\) already occurs in a two-level system. Its Hamiltonian \(\mathrm{diag}(a,b)\) acts on components numbered 0 and 1.

```lean
/-- The two-level Hamiltonian `diag(a, b)`. -/
def twoLevel (a b : ℝ) : EuclideanSpace ℂ (Fin 2) →ₗ[ℂ] EuclideanSpace ℂ (Fin 2) where
  toFun w := !₂[(a : ℂ) * w 0, (b : ℂ) * w 1]
  map_add' x y := by ext i; fin_cases i <;> simp [mul_add]
  map_smul' c x := by ext i; fin_cases i <;> simp [mul_left_comm]
```

For \(a<b\) the first basis state is a gapped ground state with energy \(a\) and gap \(b-a\). An eigenvector with nonzero component 1 must have energy \(b\); any other is a multiple of the first basis state.

```lean
/-- For `a < b` the two-level Hamiltonian is Hermitian, and its first basis state is a nondegenerate
ground state with energy `a` and gap `b - a`. -/
theorem twoLevel_witness {a b : ℝ} (hab : a < b) :
    (twoLevel a b).IsSymmetric ∧ IsGappedGround (twoLevel a b) a !₂[(1 : ℂ), 0] (b - a) := by
  refine ⟨fun x y => ?_, by linarith, fun h0 => ?_, ?_, fun μ φ _ hφ => ?_⟩
  · simp [twoLevel, PiLp.inner_apply, Fin.sum_univ_two]
    ring
  · simpa using congrArg (fun v : EuclideanSpace ℂ (Fin 2) => v 0) h0
  · ext i; fin_cases i <;> simp [twoLevel]
  · have h1 : (b : ℂ) * φ 1 = (μ : ℂ) * φ 1 := by
      simpa [twoLevel] using congrArg (fun v : EuclideanSpace ℂ (Fin 2) => v 1) hφ
    by_cases hy : φ 1 = 0
    · exact Or.inl ⟨φ 0, by ext i; fin_cases i <;> simp [hy]⟩
    · have h2 : b = μ := Complex.ofReal_injective (mul_right_cancel₀ hy h1)
      exact Or.inr (by linarith)
```

Take \(H=\mathrm{diag}(0,g)\) and \(V=\mathrm{diag}(e,-e)\) with \(0\le e\) and \(2e<g\). Both are real and diagonal, hence Hermitian. With \(w_0,w_1\) the components of \(w\),

\[
|\langle w,Vw\rangle|=e\,\bigl||w_0|^2-|w_1|^2\bigr|\le e\|w\|^2 .
\]

The sum is \(\mathrm{diag}(e,g-e)\): the ground level rises by \(e\) and the excited level falls by \(e\). Any gapped ground state of the sum must have energy \(e\), because two different ground energies would each have to lie above the other. The second basis state has energy \(g-e\), so a claimed gap \(g'\) satisfies \(e+g'\le g-e\), that is, \(g'\le g-2e\).

```lean
/-- Sharpness: for `0 ≤ e` and `2e < g` the perturbation `diag(e, -e)` obeys the bound with
constant `e`, and `diag(0, g) + diag(e, -e)` has no gap larger than `g - 2e`. -/
theorem gap_stability_sharp {g e : ℝ} (he : 0 ≤ e) (hg : 2 * e < g) :
    (∀ w, |expect (twoLevel e (-e)) w| ≤ e * ‖w‖ ^ 2) ∧
    ∀ E' ψ' g', IsGappedGround (twoLevel 0 g + twoLevel e (-e)) E' ψ' g' →
      g' ≤ g - 2 * e := by
  constructor
  · intro w
    have h1 : expect (twoLevel e (-e)) w = e * ‖w 0‖ ^ 2 - e * ‖w 1‖ ^ 2 := by
      rw [Complex.sq_norm, Complex.sq_norm, Complex.normSq_apply, Complex.normSq_apply]
      simp [expect, twoLevel, PiLp.inner_apply, Fin.sum_univ_two]
      ring
    rw [h1, EuclideanSpace.norm_sq_eq, Fin.sum_univ_two]
    have h2 := mul_nonneg he (sq_nonneg ‖w 0‖)
    have h3 := mul_nonneg he (sq_nonneg ‖w 1‖)
    exact abs_le.2 ⟨by linarith, by linarith⟩
  · intro E' ψ' g' h
    have hsum : twoLevel 0 g + twoLevel e (-e) = twoLevel e (g - e) := by
      refine LinearMap.ext fun w => ?_
      ext i
      fin_cases i <;> simp [twoLevel]
      ring
    rw [hsum] at h
    have G := (twoLevel_witness (show e < g - e by linarith)).2
    -- the ground energy must be e, and the second basis state has energy g - e
    have hE : E' = e := by
      by_contra hne
      linarith [G.excited h.ne_zero h.eigen hne, h.excited G.ne_zero G.eigen (Ne.symm hne), h.pos]
    have h1 : (!₂[(0 : ℂ), 1] : EuclideanSpace ℂ (Fin 2)) ≠ 0 := fun h0 => by
      simpa using congrArg (fun v : EuclideanSpace ℂ (Fin 2) => v 1) h0
    have h2 : twoLevel e (g - e) !₂[(0 : ℂ), 1] = ((g - e : ℝ) : ℂ) • !₂[(0 : ℂ), 1] := by
      ext i; fin_cases i <;> simp [twoLevel]
    linarith [h.excited h1 h2 (by rw [hE]; intro hq; linarith)]
```

## Hermitian matrices of a cluster

In a finite orthonormal basis, \(H\) and \(V\) become Hermitian matrices \(A\) and \(B\), where \(B\) is no longer the energy bound used above. `Matrix.toEuclideanLin` turns a matrix into the operator that acts on column vectors with the usual inner product, and the operator theorem then applies directly.

The ground state of \(A\) must be nondegenerate in the space on which the matrix acts. This excludes, for example, the full space of an isotropic Heisenberg cluster with an odd number of spins \(1/2\). The step from a cluster to the bulk also needs a separate argument: for a sum of local terms, \(e\) generally grows with the number of sites, and the condition \(2e<g\) then fails for large systems.

```lean
/-- Gap stability for Hermitian matrices `A` and `B`, acting on column vectors: if `A` has a
nondegenerate ground level with gap `g`, and `|⟨w, B w⟩| ≤ e ‖w‖²` for all `w` with `2e < g`, then
`A + B` has a nondegenerate ground level with gap at least `g - 2e`, shifted by at most `e`. -/
theorem matrix_gap_stability {n : Type*} [Fintype n] [DecidableEq n] {A B : Matrix n n ℂ}
    {E g e : ℝ} {ψ : EuclideanSpace ℂ n} (hA : A.IsHermitian) (hB : B.IsHermitian)
    (h : IsGappedGround (Matrix.toEuclideanLin A) E ψ g)
    (hb : ∀ w, |expect (Matrix.toEuclideanLin B) w| ≤ e * ‖w‖ ^ 2) (he : 2 * e < g) :
    ∃ (E' : ℝ) (ψ' : EuclideanSpace ℂ n),
      IsGappedGround (Matrix.toEuclideanLin (A + B)) E' ψ' (g - 2 * e) ∧ |E' - E| ≤ e := by
  rw [map_add]
  exact gap_stability (Matrix.isSymmetric_toEuclideanLin_iff.2 hA)
    (Matrix.isSymmetric_toEuclideanLin_iff.2 hB) h hb he

end

end GapStability
```

```lean
#print axioms GapStability.gap_stability_sharp
-- 'GapStability.gap_stability_sharp' depends on axioms: [propext, Classical.choice, Quot.sound]
#print axioms GapStability.matrix_gap_stability
-- 'GapStability.matrix_gap_stability' depends on axioms: [propext, Classical.choice, Quot.sound]
```
